# Microcanonical flux over a quadratic saddle equals the phase-space volume of its harmonic bath up to that energy

For an inverted oscillator $(q,p)$ uncoupled from $m\ge 1$ harmonic modes,

$$H=\frac{\lambda}{2}(p^2-q^2)+H_b,\qquad H_b=\sum_{i}\frac{w_i}{2}(p_i^2+q_i^2),$$

the forward microcanonical flux through $q=0$ at energy $E>0$ above the saddle, weighted by $\delta(E-H)$ and not divided by a density of states, is

$$\Phi(E)=V(E)=\frac{(2\pi E)^m}{m!\,\prod_i w_i},$$

where $V(E)$ is the Lebesgue volume of the bath region $H_b\le E$. Here $\lambda>0$ is the growth rate of the unstable mode and the $w_i>0$ are the angular frequencies of the bath modes, in canonically scaled coordinates.

## Sums of states and flux tests in rate codes

Divided by $(2\pi\hbar)^m$, $V(E)$ is the classical harmonic sum of states at the transition state, which enters the classical microcanonical transition-state rate constant when the saddle is treated as separable and quadratic. For the same model, the formula gives a reference value for a program that samples the forward flux through the dividing surface $q=0$, in the normalisation stated above.

## From the equations of motion to the flux

Hamilton's equations for the reactive pair are $\dot q=\lambda p$ and $\dot p=\lambda q$. Hence $(q+p)e^{-\lambda t}$ and $(p-q)e^{\lambda t}$ are constant. If $q(0)=0$ and $p(0)>0$, both constants equal $p(0)$, and subtraction gives $q(t)=p(0)\sinh\lambda t$. This is negative before the crossing and positive after it, so the trajectory never recrosses.

For the volume, multiply $q_i$ and $p_i$ by $\sqrt{w_i/2}$. The region becomes a ball of radius $\sqrt E$ in $2m$ dimensions, with volume $\pi^mE^m/m!$. The scaling has determinant $\prod_i(w_i/2)$, and dividing by it gives $V(E)$.

Now integrate the crossing velocity $\lambda p$ over all forward crossing points with energy at most $E$. At fixed $p$ the bath may hold $E-\lambda p^2/2$, so

$$F(E)=\int_0^{\sqrt{2E/\lambda}}\lambda p\,V\!\left(E-\tfrac{\lambda p^2}{2}\right)dp=\int_0^E V(\varepsilon)\,d\varepsilon=\frac{(2\pi)^mE^{m+1}}{(m+1)!\,\prod_i w_i},$$

with $\varepsilon=E-\lambda p^2/2$. The flux weighted by $\delta(E-H)$ is $\Phi(E)=F'(E)=V(E)$, and $\lambda$ has dropped out.

For $m=1$ the result is $2\pi E/w_1$, the area of a disc of radius $\sqrt{2E/w_1}$. The same slicing with a Boltzmann weight $e^{-\beta H}$, $\beta>0$, in place of the energy cutoff gives the thermal flux $\beta^{-1}\prod_i 2\pi/(\beta w_i)$; this variant is not in the file below.

## The Lean file

```lean
import Mathlib

open MeasureTheory Set
open scoped Real

namespace SaddleFlux

noncomputable section

variable {ι : Type*} [Fintype ι]

/-- Energy of the harmonic bath modes; `z (inl i)` is the position and `z (inr i)` the momentum
of mode `i`. -/
def bathEnergy (w : ι → ℝ) (z : ι ⊕ ι → ℝ) : ℝ :=
  ∑ i, w i * (z (Sum.inr i) ^ 2 + z (Sum.inl i) ^ 2) / 2

/-- Hamiltonian of a quadratic saddle: an inverted oscillator `(q, p)` plus the bath. -/
def saddleEnergy (lam : ℝ) (w : ι → ℝ) (q p : ℝ) (z : ι ⊕ ι → ℝ) : ℝ :=
  lam * (p ^ 2 - q ^ 2) / 2 + bathEnergy w z

/-- The velocity `lam * p` integrated over all forward crossing points (`q = 0`, `p > 0`) of
energy at most `E`. -/
def fluxBelow (lam : ℝ) (w : ι → ℝ) (E : ℝ) : ℝ :=
  ∫ x in {x : ℝ × (ι ⊕ ι → ℝ) | 0 < x.1 ∧ saddleEnergy lam w 0 x.1 x.2 ≤ E}, lam * x.1

/-- The derivatives of the saddle Hamiltonian in the reactive momentum and position are
`lam * p` and `-(lam * q)`. -/
theorem reactive_derivatives (lam : ℝ) (w : ι → ℝ) (q p : ℝ) (z : ι ⊕ ι → ℝ) :
    HasDerivAt (fun p' => saddleEnergy lam w q p' z) (lam * p) p ∧
      HasDerivAt (fun q' => saddleEnergy lam w q' p z) (-(lam * q)) q := by
  unfold saddleEnergy
  constructor
  · refine (((((hasDerivAt_pow 2 p).sub_const (q ^ 2)).const_mul lam).div_const 2).add_const
      (bathEnergy w z)).congr_deriv ?_
    rw [show (2 - 1 : ℕ) = 1 from rfl]
    push_cast
    ring
  · refine (((((hasDerivAt_pow 2 q).const_sub (p ^ 2)).const_mul lam).div_const 2).add_const
      (bathEnergy w z)).congr_deriv ?_
    rw [show (2 - 1 : ℕ) = 1 from rfl]
    push_cast
    ring

/-- A trajectory that crosses `q = 0` forwards at time zero has `q < 0` at all earlier times and
`q > 0` at all later times. -/
theorem no_recrossing {lam : ℝ} (hlam : 0 < lam) {q p : ℝ → ℝ}
    (hq : ∀ t, HasDerivAt q (lam * p t) t) (hp : ∀ t, HasDerivAt p (lam * q t) t)
    (h0 : q 0 = 0) (hp0 : 0 < p 0) (t : ℝ) :
    q t = p 0 * Real.sinh (lam * t) ∧ (0 < t → 0 < q t) ∧ (t < 0 → q t < 0) := by
  have hl : ∀ s, HasDerivAt (fun s : ℝ => lam * s) lam s := fun s => by
    simpa using (hasDerivAt_id' s).const_mul lam
  -- the unstable and stable combinations evolve by pure exponentials
  have du : ∀ s, HasDerivAt (fun s => (q s + p s) * Real.exp (-(lam * s))) 0 s := fun s =>
    (((hq s).fun_add (hp s)).fun_mul (hl s).fun_neg.exp).congr_deriv (by ring)
  have dv : ∀ s, HasDerivAt (fun s => (p s - q s) * Real.exp (lam * s)) 0 s := fun s =>
    (((hp s).fun_sub (hq s)).fun_mul (hl s).exp).congr_deriv (by ring)
  have hu := is_const_of_deriv_eq_zero (fun s => (du s).differentiableAt)
    (fun s => (du s).deriv) t 0
  have hv := is_const_of_deriv_eq_zero (fun s => (dv s).differentiableAt)
    (fun s => (dv s).deriv) t 0
  simp only [h0, mul_zero, neg_zero, Real.exp_zero, mul_one, zero_add, sub_zero] at hu hv
  have hx : Real.exp (lam * t) * Real.exp (-(lam * t)) = 1 := by
    rw [← Real.exp_add, add_neg_cancel, Real.exp_zero]
  have key : q t = p 0 * Real.sinh (lam * t) := by
    rw [Real.sinh_eq]
    linear_combination Real.exp (lam * t) / 2 * hu - Real.exp (-(lam * t)) / 2 * hv - q t * hx
  refine ⟨key, fun ht => ?_, fun ht => ?_⟩
  · rw [key]
    exact mul_pos hp0 (Real.sinh_pos_iff.2 (mul_pos hlam ht))
  · rw [key]
    exact mul_neg_of_pos_of_neg hp0 (Real.sinh_neg_iff.2 (mul_neg_of_pos_of_neg hlam ht))

/-- The pair `q = sinh (lam t)`, `p = cosh (lam t)` solves the reactive equations of motion and has
`q = 0` and `p > 0` at time zero. -/
theorem no_recrossing_witness (lam : ℝ) :
    (∀ t, HasDerivAt (fun s => Real.sinh (lam * s)) (lam * Real.cosh (lam * t)) t) ∧
    (∀ t, HasDerivAt (fun s => Real.cosh (lam * s)) (lam * Real.sinh (lam * t)) t) ∧
    Real.sinh (lam * 0) = 0 ∧ 0 < Real.cosh (lam * 0) := by
  have hl : ∀ s, HasDerivAt (fun s : ℝ => lam * s) lam s := fun s => by
    simpa using (hasDerivAt_id' s).const_mul lam
  exact ⟨fun t => (hl t).sinh.congr_deriv (by ring), fun t => (hl t).cosh.congr_deriv (by ring),
    by simp, Real.cosh_pos _⟩

/-- The bath phase-space region of energy at most `E` has Lebesgue volume
`(2 π E)^m / (m! ∏ w_i)`, where `m` is the number of modes. -/
theorem volume_bath_region [Nonempty ι] {w : ι → ℝ} (hw : ∀ i, 0 < w i) {E : ℝ} (hE : 0 ≤ E) :
    volume {z : ι ⊕ ι → ℝ | bathEnergy w z ≤ E} = ENNReal.ofReal
      ((2 * π * E) ^ Fintype.card ι / ((Fintype.card ι).factorial * ∏ i, w i)) := by
  classical
  obtain ⟨m, hm⟩ : ∃ m, m = Fintype.card ι := ⟨_, rfl⟩
  rw [← hm]
  -- rescale every coordinate by `√(w / 2)`: the ellipsoid becomes a ball
  let D : ι ⊕ ι → ℝ := Sum.elim (fun i => √(w i / 2)) (fun i => √(w i / 2))
  let L := Matrix.toLin' (Matrix.diagonal D)
  have hdet : LinearMap.det L = ∏ i, (w i / 2) := by
    simp only [L, LinearMap.det_toLin', Matrix.det_diagonal, Fintype.prod_sum_type, D,
      Sum.elim_inl, Sum.elim_inr]
    rw [← Finset.prod_mul_distrib]
    exact Finset.prod_congr rfl fun i _ => Real.mul_self_sqrt (half_pos (hw i)).le
  have hpos : 0 < ∏ i, (w i / 2) := Finset.prod_pos fun i _ => half_pos (hw i)
  have hset : {z : ι ⊕ ι → ℝ | bathEnergy w z ≤ E} =
      L ⁻¹' {x : ι ⊕ ι → ℝ | (∑ k, |x k| ^ (2 : ℝ)) ^ (1 / (2 : ℝ)) ≤ √E} := by
    ext z
    have hL : ∀ k, L z k = D k * z k := fun k => by
      simp [L, Matrix.toLin'_apply, Matrix.mulVec_diagonal]
    have hsum : ∑ k, |L z k| ^ (2 : ℝ) = bathEnergy w z := by
      simp only [hL, Real.rpow_two, sq_abs, mul_pow, Fintype.sum_sum_type, D,
        Sum.elim_inl, Sum.elim_inr]
      rw [← Finset.sum_add_distrib]
      refine Finset.sum_congr rfl fun i _ => ?_
      rw [Real.sq_sqrt (half_pos (hw i)).le]
      ring
    rw [mem_preimage, Set.mem_ofPred_eq, Set.mem_ofPred_eq, hsum, ← Real.sqrt_eq_rpow,
      Real.sqrt_le_sqrt_iff hE]
  have hball := volume_sum_rpow_le (ι := ι ⊕ ι) (p := 2) (hp := by norm_num) (r := √E)
  have hc : Fintype.card (ι ⊕ ι) = 2 * m := by rw [Fintype.card_sum, ← hm]; ring
  have h1 : 2 * Real.Gamma (1 / 2 + 1) = √π := by
    rw [Real.Gamma_add_one (by norm_num), Real.Gamma_one_half_eq]; ring
  have h2 : Real.Gamma (((2 * m : ℕ) : ℝ) / 2 + 1) = m.factorial := by
    rw [show ((2 * m : ℕ) : ℝ) / 2 = m by push_cast; ring, Real.Gamma_nat_eq_factorial]
  rw [hc, h1, h2] at hball
  rw [hset, Measure.addHaar_preimage_linearMap _ (by rw [hdet]; exact hpos.ne'), hball, hdet,
    ← ENNReal.ofReal_pow (Real.sqrt_nonneg _), ← ENNReal.ofReal_mul (by positivity),
    ← ENNReal.ofReal_mul (abs_nonneg _)]
  congr 1
  have hP : ∏ i, w i ≠ 0 := (Finset.prod_pos fun i _ => hw i).ne'
  rw [abs_of_pos (inv_pos.2 hpos), pow_mul, pow_mul, Real.sq_sqrt hE, Real.sq_sqrt Real.pi_pos.le,
    Finset.prod_div_distrib, Finset.prod_const, Finset.card_univ, ← hm, mul_pow, mul_pow]
  field_simp

/-- The forward flux accumulated over all energies up to `E` is
`(2 π)^m E^(m+1) / ((m+1)! ∏ w_i)`. -/
theorem fluxBelow_eq [Nonempty ι] {lam : ℝ} (hlam : 0 < lam) {w : ι → ℝ} (hw : ∀ i, 0 < w i)
    {E : ℝ} (hE : 0 ≤ E) :
    fluxBelow lam w E = (2 * π) ^ Fintype.card ι * E ^ (Fintype.card ι + 1) /
      ((Fintype.card ι + 1).factorial * ∏ i, w i) := by
  obtain ⟨m, hm⟩ : ∃ m, m = Fintype.card ι := ⟨_, rfl⟩
  rw [← hm]
  have hP : 0 < ∏ i, w i := Finset.prod_pos fun i _ => hw i
  obtain ⟨C, hC⟩ : ∃ C, C = (2 * π) ^ m / (m.factorial * ∏ i, w i) := ⟨_, rfl⟩
  have hC0 : 0 ≤ C := hC ▸ div_nonneg (by positivity) (mul_nonneg (by positivity) hP.le)
  obtain ⟨a, ha0, ha⟩ : ∃ a : ℝ, 0 ≤ a ∧ E - lam * a ^ 2 / 2 = 0 :=
    ⟨√(2 * E / lam), Real.sqrt_nonneg _, by
      rw [Real.sq_sqrt (by positivity), mul_div_cancel₀ _ hlam.ne']; ring⟩
  let S : Set (ℝ × (ι ⊕ ι → ℝ)) := {x | 0 < x.1 ∧ saddleEnergy lam w 0 x.1 x.2 ≤ E}
  have hb : Continuous (bathEnergy w) := by unfold bathEnergy; fun_prop
  have hH : Continuous fun x : ℝ × (ι ⊕ ι → ℝ) => saddleEnergy lam w 0 x.1 x.2 := by
    unfold saddleEnergy; fun_prop
  have hS : MeasurableSet S := (measurableSet_lt measurable_const measurable_fst).inter
    (measurableSet_le hH.measurable measurable_const)
  have hf : Measurable fun x : ℝ × (ι ⊕ ι → ℝ) => ENNReal.ofReal (lam * x.1) := by fun_prop
  -- at fixed reactive momentum the bath may hold the remaining energy
  have slice : ∀ p : ℝ, ∫⁻ z, S.indicator (fun x => ENNReal.ofReal (lam * x.1)) (p, z) =
      (Ioc 0 a).indicator
        (fun p => ENNReal.ofReal (lam * p * (C * (E - lam * p ^ 2 / 2) ^ m))) p := by
    intro p
    by_cases hp : p ∈ Ioc 0 a
    · have hnn : 0 ≤ E - lam * p ^ 2 / 2 := by
        have h := mul_le_mul_of_nonneg_left (pow_le_pow_left₀ hp.1.le hp.2 2) hlam.le
        linarith
      have hfun : (fun z => S.indicator (fun x => ENNReal.ofReal (lam * x.1)) (p, z)) =
          {z | bathEnergy w z ≤ E - lam * p ^ 2 / 2}.indicator
            (fun _ => ENNReal.ofReal (lam * p)) := by
        ext z
        by_cases hz : bathEnergy w z ≤ E - lam * p ^ 2 / 2
        · have h : (p, z) ∈ S := ⟨hp.1, by simp only [saddleEnergy]; linarith⟩
          rw [indicator_of_mem h, indicator_of_mem (by exact hz)]
        · have h : (p, z) ∉ S := fun h => hz (by
            have h' := h.2
            simp only [saddleEnergy] at h'
            linarith)
          rw [indicator_of_notMem h, indicator_of_notMem (by exact hz)]
      rw [hfun, lintegral_indicator_const (measurableSet_le hb.measurable measurable_const),
        volume_bath_region hw hnn, indicator_of_mem hp,
        ← ENNReal.ofReal_mul (mul_pos hlam hp.1).le, ← hm, hC, mul_pow (2 * π)]
      congr 1
      ring
    · have h : ∀ z, (p, z) ∉ S := fun z hz => hp ⟨hz.1, by
        have h' := hz.2
        have hbz : 0 ≤ bathEnergy w z := Finset.sum_nonneg fun i _ => by
          have := hw i
          positivity
        simp only [saddleEnergy] at h'
        by_contra hlt
        have h3 := mul_lt_mul_of_pos_left
          (pow_lt_pow_left₀ (not_le.1 hlt) ha0 two_ne_zero) hlam
        linarith⟩
      rw [indicator_of_notMem hp]
      simp [indicator_of_notMem (h _)]
  have ftc : ∫ p in (0 : ℝ)..a, lam * p * (C * (E - lam * p ^ 2 / 2) ^ m) =
      C * E ^ (m + 1) / (m + 1) := by
    have hd : ∀ p : ℝ, HasDerivAt (fun p => -(C * (E - lam * p ^ 2 / 2) ^ (m + 1) / ((m : ℝ) + 1)))
        (lam * p * (C * (E - lam * p ^ 2 / 2) ^ m)) p := fun p => by
      have h1 : HasDerivAt (fun p => E - lam * p ^ 2 / 2) (-(lam * p)) p := by
        refine ((((hasDerivAt_pow 2 p).const_mul lam).div_const 2).const_sub E).congr_deriv ?_
        rw [show (2 - 1 : ℕ) = 1 from rfl]
        push_cast
        ring
      refine (((h1.fun_pow (m + 1)).const_mul C).div_const ((m : ℝ) + 1)).fun_neg.congr_deriv ?_
      have hm1 : (m : ℝ) + 1 ≠ 0 := by positivity
      rw [Nat.add_sub_cancel, neg_eq_iff_eq_neg, div_eq_iff hm1]
      push_cast
      ring
    rw [intervalIntegral.integral_eq_sub_of_hasDerivAt (fun p _ => hd p)
      (Continuous.intervalIntegrable (by fun_prop) _ _), ha, zero_pow (Nat.succ_ne_zero m)]
    ring
  have key : ∫⁻ x in S, ENNReal.ofReal (lam * x.1) =
      ENNReal.ofReal (C * E ^ (m + 1) / (m + 1)) := by
    rw [← lintegral_indicator hS, Measure.volume_eq_prod,
      lintegral_prod _ (hf.indicator hS).aemeasurable, lintegral_congr slice,
      lintegral_indicator measurableSet_Ioc, ← ftc, intervalIntegral.integral_of_le ha0]
    refine (ofReal_integral_eq_lintegral_ofReal ?_ ?_).symm
    · exact (Continuous.integrableOn_Icc (by fun_prop)).mono_set Ioc_subset_Icc_self
    · refine (ae_restrict_mem measurableSet_Ioc).mono fun p hp => ?_
      have h := mul_le_mul_of_nonneg_left (pow_le_pow_left₀ hp.1.le hp.2 2) hlam.le
      exact mul_nonneg (mul_pos hlam hp.1).le (mul_nonneg hC0 (pow_nonneg (by linarith) m))
  change (∫ x in S, lam * x.1) = _
  rw [integral_eq_lintegral_of_nonneg_ae
    ((ae_restrict_mem hS).mono fun x hx => mul_nonneg hlam.le (le_of_lt hx.1))
    (by fun_prop), key, ENNReal.toReal_ofReal (by positivity), hC, Nat.factorial_succ]
  have hP' := hP.ne'
  push_cast
  field_simp

/-- The directional flux per unit energy through `q = 0` at energy `E` equals the volume of the
bath region of energy at most `E`, and this volume is `(2 π E)^m / (m! ∏ w_i)`. -/
theorem directional_flux [Nonempty ι] {lam : ℝ} (hlam : 0 < lam) {w : ι → ℝ}
    (hw : ∀ i, 0 < w i) {E : ℝ} (hE : 0 < E) :
    HasDerivAt (fluxBelow lam w) (volume.real {z : ι ⊕ ι → ℝ | bathEnergy w z ≤ E}) E ∧
      volume.real {z : ι ⊕ ι → ℝ | bathEnergy w z ≤ E} =
        (2 * π * E) ^ Fintype.card ι / ((Fintype.card ι).factorial * ∏ i, w i) := by
  have hP : 0 < ∏ i, w i := Finset.prod_pos fun i _ => hw i
  have hvol : volume.real {z : ι ⊕ ι → ℝ | bathEnergy w z ≤ E} =
      (2 * π * E) ^ Fintype.card ι / ((Fintype.card ι).factorial * ∏ i, w i) := by
    rw [measureReal_def, volume_bath_region hw hE.le, ENNReal.toReal_ofReal
      (div_nonneg (by positivity) (mul_nonneg (by positivity) hP.le))]
  refine ⟨?_, hvol⟩
  rw [hvol]
  -- differentiate the accumulated flux, known in closed form near `E`
  have hd := ((hasDerivAt_pow (Fintype.card ι + 1) E).const_mul
    ((2 * π) ^ Fintype.card ι)).div_const (((Fintype.card ι + 1).factorial : ℝ) * ∏ i, w i)
  refine (hd.congr_of_eventuallyEq ?_).congr_deriv ?_
  · filter_upwards [lt_mem_nhds hE] with x hx
    exact fluxBelow_eq hlam hw (le_of_lt hx)
  · have hP' := hP.ne'
    rw [Nat.add_sub_cancel, Nat.factorial_succ, mul_pow (2 * π)]
    push_cast
    field_simp

end

end SaddleFlux
```

```lean
#print axioms SaddleFlux.reactive_derivatives
#print axioms SaddleFlux.no_recrossing
#print axioms SaddleFlux.volume_bath_region
#print axioms SaddleFlux.directional_flux
```

```
'SaddleFlux.reactive_derivatives' depends on axioms: [propext, Classical.choice, Quot.sound]
'SaddleFlux.no_recrossing' depends on axioms: [propext, Classical.choice, Quot.sound]
'SaddleFlux.volume_bath_region' depends on axioms: [propext, Classical.choice, Quot.sound]
'SaddleFlux.directional_flux' depends on axioms: [propext, Classical.choice, Quot.sound]
```

## How the theorems encode the flux

The finite type `ι` labels the bath modes, `Fintype.card ι` is $m$, and `Nonempty ι` says $m\ge1$. A bath point is a function `ι ⊕ ι → ℝ`, with positions on the left and momenta on the right. `fluxBelow` is $F(E)$. The first half of `directional_flux` says that its derivative at $E$ is the bath volume, written `volume.real`; the second half evaluates that volume. The delta function is thus represented by an energy derivative, and the equality of flux and volume is not built into a definition.

`reactive_derivatives` supplies the partial derivatives of $H$ that fix the equations of motion. `no_recrossing` takes those equations as hypotheses and follows the derivation through its two constant combinations, `hu` and `hv`; `no_recrossing_witness` exhibits a solution. The flux theorem does not use these results: they show that each trajectory crossing forwards is counted once.

In `volume_bath_region`, `L` is the diagonal scaling, `hdet` its determinant and `hset` the identification of the region with the preimage of a ball, whose volume comes from Mathlib. In `fluxBelow_eq`, `slice` computes the integral over the bath at fixed $p$, and `ftc` does the remaining integral with an explicit antiderivative where the derivation substitutes $\varepsilon$. `directional_flux` then differentiates the closed form, which holds throughout a neighbourhood of $E$ because $E>0$.

## Limits of the quadratic model

The theorems concern exact real arithmetic and classical mechanics for this Hamiltonian. Anharmonicity, coupling between the reactive mode and the bath, tunnelling and zero-point energy are absent. At a real saddle the quadratic form is an approximation near the stationary point, and both the flux formula and the absence of recrossing may fail away from it. A microcanonical rate constant also needs the reactant density of states, which is not treated here.
